# The largest weight of a pure state in an ensemble for a full-rank density matrix

For a positive definite density matrix ρ on ℂⁿ, a unit vector v and a real number p, the matrix ρ − p v v* is positive semidefinite exactly when p⟨v, ρ⁻¹v⟩ ≤ 1. The largest probability with which v can occur in a finite ensemble for ρ is therefore 1/⟨v, ρ⁻¹v⟩.

```lean
import Mathlib

open Matrix
open scoped ComplexOrder ComplexConjugate

namespace LargestEnsembleWeight

noncomputable section

variable {n : Type*} [Fintype n] [DecidableEq n]

/-- What is left of `ρ` after the pure state `v` has been removed with weight `p`:
the matrix `ρ - p v v*`. -/
def residual (ρ : Matrix n n ℂ) (v : n → ℂ) (p : ℝ) : Matrix n n ℂ :=
  ρ - (p : ℂ) • vecMulVec v (star v)

/-- The real part of `⟨v, ρ⁻¹ v⟩`, for invertible `ρ`. -/
def inverseExpectation (ρ : Matrix n n ℂ) (v : n → ℂ) : ℝ :=
  (star v ⬝ᵥ ρ⁻¹ *ᵥ v).re

/-- The weight `1 / ⟨v, ρ⁻¹ v⟩`, for positive definite `ρ` and `v ≠ 0`. -/
def maxWeight (ρ : Matrix n n ℂ) (v : n → ℂ) : ℝ :=
  1 / inverseExpectation ρ v

/-- The vector `v` occurs with weight `p ≥ 0` in a finite ensemble for `ρ`. The other members `w i`
need not be normalised: the squared norm of `w i` is the weight of that member. -/
def IsEnsembleWeight (ρ : Matrix n n ℂ) (v : n → ℂ) (p : ℝ) : Prop :=
  0 ≤ p ∧ ∃ (k : ℕ) (w : Fin k → n → ℂ),
    ρ = (p : ℂ) • vecMulVec v (star v) + ∑ i, vecMulVec (w i) (star (w i))

omit [DecidableEq n] in
/-- Exchanging the two vectors conjugates their overlap. -/
theorem overlap_conj (v x : n → ℂ) : star x ⬝ᵥ v = conj (star v ⬝ᵥ x) := by
  simp [dotProduct, map_sum, mul_comm]

/-- For positive definite `ρ`, the vector `u = ρ⁻¹ v` satisfies `ρ u = v`, and
`⟨u, ρ x⟩ = ⟨v, x⟩` for every `x`. -/
theorem dual_vector {ρ : Matrix n n ℂ} (hρ : ρ.PosDef) (v : n → ℂ) :
    ρ *ᵥ (ρ⁻¹ *ᵥ v) = v ∧ ∀ x, star (ρ⁻¹ *ᵥ v) ⬝ᵥ ρ *ᵥ x = star v ⬝ᵥ x := by
  have hu : ρ *ᵥ (ρ⁻¹ *ᵥ v) = v := by
    rw [Matrix.mulVec_mulVec, Matrix.mul_nonsing_inv _ hρ.det_pos.ne'.isUnit,
      Matrix.one_mulVec]
  refine ⟨hu, fun x => ?_⟩
  have h := Matrix.star_mulVec ρ (ρ⁻¹ *ᵥ v)
  rw [hu, hρ.isHermitian.eq] at h
  rw [Matrix.dotProduct_mulVec, ← h]

/-- For positive definite `ρ`, the number `⟨v, ρ⁻¹ v⟩` is real, and it is positive
when `v ≠ 0`. -/
theorem inverseExpectation_real_pos {ρ : Matrix n n ℂ} (hρ : ρ.PosDef) (v : n → ℂ) :
    star v ⬝ᵥ ρ⁻¹ *ᵥ v = (inverseExpectation ρ v : ℂ) ∧
      (v ≠ 0 → 0 < inverseExpectation ρ v) := by
  obtain ⟨hu, hp⟩ := dual_vector hρ v
  constructor
  · have h := hρ.posSemidef.dotProduct_mulVec_nonneg (ρ⁻¹ *ᵥ v)
    rw [hp] at h
    exact Complex.ext rfl (Complex.nonneg_iff.mp h).2.symm
  · intro hv
    have hne : ρ⁻¹ *ᵥ v ≠ 0 := by
      intro h0
      rw [h0, Matrix.mulVec_zero] at hu
      exact hv hu.symm
    have h := hρ.dotProduct_mulVec_pos hne
    rw [hp] at h
    exact (Complex.pos_iff.mp h).1

/-- Cauchy-Schwarz inequality in the inner product given by a positive definite `ρ`:
`|⟨v, x⟩|² ≤ ⟨v, ρ⁻¹ v⟩ ⟨x, ρ x⟩`. -/
theorem sq_overlap_le {ρ : Matrix n n ℂ} (hρ : ρ.PosDef) (v x : n → ℂ) :
    ‖star v ⬝ᵥ x‖ ^ 2 ≤ inverseExpectation ρ v * (star x ⬝ᵥ ρ *ᵥ x).re := by
  by_cases hv : v = 0
  · subst hv
    simp [inverseExpectation]
  obtain ⟨hu, hp⟩ := dual_vector hρ v
  obtain ⟨hq, hpos⟩ := inverseExpectation_real_pos hρ v
  have hqpos := hpos hv
  generalize ρ⁻¹ *ᵥ v = u at hu hp hq
  have hxu : star x ⬝ᵥ ρ *ᵥ u = conj (star v ⬝ᵥ x) := by
    rw [hu]
    exact overlap_conj v x
  have huu : star u ⬝ᵥ ρ *ᵥ u = (inverseExpectation ρ v : ℂ) := by rw [hp, hq]
  have hux := hp x
  generalize inverseExpectation ρ v = q at *
  generalize star v ⬝ᵥ x = s at *
  have hN : s * conj s = ((‖s‖ ^ 2 : ℝ) : ℂ) := by
    rw [Complex.mul_conj, Complex.normSq_eq_norm_sq]
  -- positivity of `ρ` on the part of `x` that is `ρ`-orthogonal to `u`
  have h0 := hρ.posSemidef.dotProduct_mulVec_nonneg ((q : ℂ) • x - s • u)
  have key : star ((q : ℂ) • x - s • u) ⬝ᵥ ρ *ᵥ ((q : ℂ) • x - s • u)
      = (q : ℂ) * ((q : ℂ) * (star x ⬝ᵥ ρ *ᵥ x) - ((‖s‖ ^ 2 : ℝ) : ℂ)) := by
    simp only [star_sub, star_smul, Matrix.mulVec_sub, Matrix.mulVec_smul, sub_dotProduct,
      dotProduct_sub, smul_dotProduct, dotProduct_smul, smul_eq_mul, hxu, hux, huu,
      RCLike.star_def, Complex.conj_ofReal]
    linear_combination (-(q : ℂ)) * hN
  rw [key] at h0
  have h1 := (Complex.nonneg_iff.mp h0).1
  rw [Complex.re_ofReal_mul, Complex.sub_re, Complex.re_ofReal_mul, Complex.ofReal_re] at h1
  by_contra hlt
  nlinarith [mul_pos hqpos (sub_pos.mpr (not_le.mp hlt))]

omit [DecidableEq n] in
/-- The residual acts on a vector as `x ↦ ρ x - p ⟨v, x⟩ v`. -/
theorem residual_mulVec (ρ : Matrix n n ℂ) (v x : n → ℂ) (p : ℝ) :
    residual ρ v p *ᵥ x = ρ *ᵥ x - ((p : ℂ) * (star v ⬝ᵥ x)) • v := by
  have h : vecMulVec v (star v) *ᵥ x = (star v ⬝ᵥ x) • v := by
    ext i
    simp only [Matrix.mulVec, dotProduct, Matrix.vecMulVec_apply, Pi.smul_apply, smul_eq_mul,
      Finset.sum_mul]
    exact Finset.sum_congr rfl fun j _ => by ring
  rw [residual, Matrix.sub_mulVec, Matrix.smul_mulVec, h, smul_smul]

/-- For positive definite `ρ`, any vector `v` and real `p`, the matrix `ρ - p v v*` is positive
semidefinite if and only if `p ⟨v, ρ⁻¹ v⟩ ≤ 1`. -/
theorem residual_posSemidef_iff {ρ : Matrix n n ℂ} (hρ : ρ.PosDef) (v : n → ℂ) (p : ℝ) :
    (residual ρ v p).PosSemidef ↔ p * inverseExpectation ρ v ≤ 1 := by
  have form : ∀ x, star x ⬝ᵥ residual ρ v p *ᵥ x
      = star x ⬝ᵥ ρ *ᵥ x - ((p * ‖star v ⬝ᵥ x‖ ^ 2 : ℝ) : ℂ) := by
    intro x
    rw [residual_mulVec, dotProduct_sub, dotProduct_smul, smul_eq_mul, overlap_conj v x,
      Complex.ofReal_mul, ← Complex.normSq_eq_norm_sq, ← Complex.mul_conj]
    ring
  constructor
  · intro h
    by_cases hv : v = 0
    · subst hv
      simp [inverseExpectation]
    obtain ⟨hq, hpos⟩ := inverseExpectation_real_pos hρ v
    have hqpos := hpos hv
    -- test the residual on `ρ⁻¹ v`
    have h1 := h.dotProduct_mulVec_nonneg (ρ⁻¹ *ᵥ v)
    rw [form, (dual_vector hρ v).2, hq, Complex.norm_real, Real.norm_eq_abs, sq_abs,
      ← Complex.ofReal_sub, Complex.zero_le_real] at h1
    by_contra hlt
    nlinarith [mul_pos hqpos (sub_pos.mpr (not_le.mp hlt))]
  · intro h
    refine Matrix.PosSemidef.of_dotProduct_mulVec_nonneg ?_ fun x => ?_
    · simp [Matrix.IsHermitian, residual, Matrix.conjTranspose_sub, Matrix.conjTranspose_smul,
        Matrix.conjTranspose_vecMulVec, hρ.isHermitian.eq]
    · have hX := Complex.nonneg_iff.mp (hρ.posSemidef.dotProduct_mulVec_nonneg x)
      have hcs := sq_overlap_le hρ v x
      rw [form, Complex.nonneg_iff]
      simp only [Complex.sub_re, Complex.sub_im, Complex.ofReal_re, Complex.ofReal_im, sub_zero]
      refine ⟨?_, hX.2⟩
      rcases le_total 0 p with hp | hp
      · nlinarith [mul_le_mul_of_nonneg_left hcs hp, mul_le_mul_of_nonneg_right h hX.1]
      · nlinarith [mul_nonneg (neg_nonneg.mpr hp) (sq_nonneg ‖star v ⬝ᵥ x‖), hX.1]

/-- Every positive semidefinite matrix is a finite sum of matrices `w w*`. -/
theorem exists_pure_sum {M : Matrix n n ℂ} (h : M.PosSemidef) :
    ∃ w : n → n → ℂ, M = ∑ j, vecMulVec (w j) (star (w j)) := by
  have hH := h.isHermitian
  let U : Matrix n n ℂ := hH.eigenvectorUnitary
  have hU : U * star U = 1 := Matrix.mem_unitaryGroup_iff.mp hH.eigenvectorUnitary.2
  -- the columns of `U` are eigenvectors
  have hcol : ∀ a j, (M * U) a j = (hH.eigenvalues j : ℂ) * U a j := by
    intro a j
    have h1 := congrFun (hH.mulVec_eigenvectorBasis j) a
    simpa only [U, Matrix.mul_apply, Matrix.mulVec, dotProduct, Pi.smul_apply,
      Complex.real_smul, Matrix.IsHermitian.eigenvectorUnitary_apply] using h1
  refine ⟨fun j a => (Real.sqrt (hH.eigenvalues j) : ℂ) * U a j, ?_⟩
  calc M = M * U * star U := by rw [mul_assoc, hU, mul_one]
    _ = _ := by
      ext a b
      rw [Matrix.mul_apply, Matrix.sum_apply]
      refine Finset.sum_congr rfl fun j _ => ?_
      have hs : (Real.sqrt (hH.eigenvalues j) : ℂ) * (Real.sqrt (hH.eigenvalues j) : ℂ)
          = (hH.eigenvalues j : ℂ) := by
        rw [← Complex.ofReal_mul, Real.mul_self_sqrt (h.eigenvalues_nonneg j)]
      rw [hcol, ← hs]
      simp only [Matrix.vecMulVec_apply, Matrix.star_apply, Pi.star_apply, star_mul',
        RCLike.star_def, Complex.conj_ofReal]
      ring

/-- For positive definite `ρ`, the vector `v` occurs with weight `p` in some finite ensemble
for `ρ` if and only if `p ≥ 0` and `p ⟨v, ρ⁻¹ v⟩ ≤ 1`. -/
theorem isEnsembleWeight_iff {ρ : Matrix n n ℂ} (hρ : ρ.PosDef) (v : n → ℂ) (p : ℝ) :
    IsEnsembleWeight ρ v p ↔ 0 ≤ p ∧ p * inverseExpectation ρ v ≤ 1 := by
  rw [← residual_posSemidef_iff hρ]
  refine and_congr_right fun _ => ⟨?_, fun h => ?_⟩
  · rintro ⟨k, w, hw⟩
    have hr : residual ρ v p = ∑ i, vecMulVec (w i) (star (w i)) := by
      rw [residual, sub_eq_iff_eq_add, add_comm]
      exact hw
    rw [hr]
    exact Matrix.posSemidef_sum _ fun i _ => Matrix.posSemidef_vecMulVec_self_star (w i)
  · -- the pure states in the residual give the other members
    obtain ⟨w, hw⟩ := exists_pure_sum h
    let e := Fintype.equivFin n
    refine ⟨Fintype.card n, fun i => w (e.symm i), ?_⟩
    rw [Equiv.sum_comp e.symm (fun j => vecMulVec (w j) (star (w j))), ← hw, residual]
    abel

/-- For positive definite `ρ` and `v ≠ 0`, the greatest weight with which `v` occurs in a finite
ensemble for `ρ` is `1 / ⟨v, ρ⁻¹ v⟩`. -/
theorem maxWeight_isGreatest {ρ : Matrix n n ℂ} (hρ : ρ.PosDef) {v : n → ℂ} (hv : v ≠ 0) :
    IsGreatest {p : ℝ | IsEnsembleWeight ρ v p} (maxWeight ρ v) := by
  have hq := (inverseExpectation_real_pos hρ v).2 hv
  constructor
  · refine (isEnsembleWeight_iff hρ v _).mpr ⟨(one_div_pos.mpr hq).le, ?_⟩
    exact (one_div_mul_cancel hq.ne').le
  · intro p hp
    exact (le_div_iff₀ hq).mpr ((isEnsembleWeight_iff hρ v p).mp hp).2

end

end LargestEnsembleWeight
```

```lean
#print axioms LargestEnsembleWeight.isEnsembleWeight_iff
-- 'LargestEnsembleWeight.isEnsembleWeight_iff' depends on axioms: [propext, Classical.choice, Quot.sound]
#print axioms LargestEnsembleWeight.maxWeight_isGreatest
-- 'LargestEnsembleWeight.maxWeight_isGreatest' depends on axioms: [propext, Classical.choice, Quot.sound]
```

## Mixtures that contain a chosen state

A mixed state can be prepared by mixing pure states in many ways. If one of them is to be v, how probable can it be? Whatever remains of ρ after v has been removed with weight p must itself be a mixture, up to normalisation.

In the file, `residual ρ v p` is this remainder, ρ − p v v*. The matrix `vecMulVec v (star v)` is |v⟩⟨v|, and `star v ⬝ᵥ x` is ⟨v, x⟩, conjugate-linear in v. The letter `n` denotes a finite set of basis labels, not the dimension itself. `inverseExpectation` is the real part of ⟨v, ρ⁻¹v⟩, which is shown to be the whole value.

`IsEnsembleWeight ρ v p` says that p ≥ 0 and

ρ = p v v* + Σᵢ wᵢwᵢ*

for finitely many vectors wᵢ, which need not be normalised: ‖wᵢ‖² is the weight of that member. `maxWeight_isGreatest` says that 1/⟨v, ρ⁻¹v⟩ is attained and is an upper bound, for every v ≠ 0.

Neither trace one nor ‖v‖ = 1 is assumed. With both, the weights are probabilities: taking the trace gives p + Σᵢ‖wᵢ‖² = 1. Positive definiteness means that ⟨x, ρx⟩ > 0 for every x ≠ 0, so a measurement that tests for any given pure state has a nonzero probability of a positive result; singular density matrices, including pure states in dimension two or more, are left out.

For a finite-level system in a thermal state at nonzero temperature, the result limits how often a chosen pure state can appear in any finite mixture representing that state. That a laboratory source really emits the members of such a mixture is a separate physical assumption.

## From a Cauchy–Schwarz inequality to the greatest weight

Put u = ρ⁻¹v and q = ⟨v, u⟩. Then ρu = v, and since ρ is Hermitian, ⟨u, ρx⟩ = ⟨v, x⟩ for every x. This is `dual_vector`. Hence q = ⟨u, ρu⟩, which is real, and positive when v ≠ 0 (`inverseExpectation_real_pos`).

For v ≠ 0, write s = ⟨v, x⟩ and apply ρ ≥ 0 to the vector y = q x − s u:

⟨y, ρy⟩ = q²⟨x, ρx⟩ − q|s|² − q|s|² + q|s|²

= q(q⟨x, ρx⟩ − |s|²) ≥ 0.

Dividing by q gives `sq_overlap_le`:

|⟨v, x⟩|² ≤ q⟨x, ρx⟩.

For v = 0 both sides vanish. In Lean, the expansion is the step `key`, and `nlinarith` does the division by contradiction.

By `residual_mulVec`, the quadratic form of the remainder is

⟨x, (ρ − p v v*)x⟩ = ⟨x, ρx⟩ − p|⟨v, x⟩|².

Suppose pq ≤ 1. If p ≥ 0, then p|⟨v, x⟩|² ≤ pq⟨x, ρx⟩ ≤ ⟨x, ρx⟩, so the form is nonnegative. If p ≤ 0, it is a sum of nonnegative terms. Conversely, if the remainder is positive semidefinite and v ≠ 0, setting x = u gives q − pq² ≥ 0, hence pq ≤ 1; for v = 0 this is immediate. Together these prove `residual_posSemidef_iff`.

An ensemble containing v makes the remainder a sum of matrices wᵢwᵢ*, so it is positive semidefinite. In the other direction, `exists_pure_sum` diagonalises a positive semidefinite remainder, with eigenvalues λⱼ and orthonormal eigenvectors eⱼ, and takes wⱼ = √λⱼ eⱼ. This gives `isEnsembleWeight_iff`; for v ≠ 0, the condition pq ≤ 1 becomes p ≤ 1/q.

## An order on the complex numbers

Mathlib states positivity of a complex matrix through the order opened by `ComplexOrder`, in which 0 ≤ z means that z is real and nonnegative. `Complex.nonneg_iff` splits this into its two parts. The imaginary part shows that q is real, and the real part supplies the inequalities that `nlinarith` handles.

## The remainder at the greatest weight

The same vector u shows what happens at p = 1/q when v ≠ 0:

(ρ − p v v*)u = v − (1/q)q v = 0.

The remainder then has a zero eigenvalue, with eigenvector u. Since the remainder is Σᵢ wᵢwᵢ*, its quadratic form at u gives Σᵢ|⟨wᵢ, u⟩|² = 0, so the other members of the ensemble are all orthogonal to u = ρ⁻¹v.
